# A closed-shell filling of plane waves has strictly lower kinetic energy than any other filling with equally many spinless electrons

For non-interacting spinless electrons in a `d`-dimensional cubic periodic cell with twist `θ`, the plane wave labelled by the integer vector `n` has kinetic energy |n + θ|², in units that leave out the physical prefactor. A finite set `S` of occupied plane waves is a closed shell if each occupied level lies strictly below every empty one. The theorem says that the total energy of such an `S` is strictly less than that of any different set `T` with the same number of plane waves. The proof sets aside the waves common to both and compares `S \ T` with `T \ S`, which are non-empty and equal in size. The highest level in `S \ T` bounds every level there from above and lies strictly below every level in `T \ S`.

As first written in Lean, the proof fails:

```lean
import Mathlib

open Finset

namespace ClosedShellEnergyLt

noncomputable section

variable {d : ℕ}

/-- Kinetic energy `|n + θ|²` of the plane wave `n` in a cubic periodic cell with twist `θ`,
where `θ` is measured in units of the reciprocal-lattice spacing. -/
def level (θ : Fin d → ℝ) (n : Fin d → ℤ) : ℝ := ∑ i, ((n i : ℝ) + θ i) ^ 2

/-- A filling `S` of plane waves by spinless electrons is a closed shell if every occupied
level lies strictly below every empty level. -/
def IsClosedShell (θ : Fin d → ℝ) (S : Finset (Fin d → ℤ)) : Prop :=
  ∀ n ∈ S, ∀ m, m ∉ S → level θ n < level θ m

/-- At any twist, a closed-shell filling has strictly lower total kinetic energy than every
other filling with the same number of electrons. -/
theorem closedShell_energy_lt {θ : Fin d → ℝ} {S T : Finset (Fin d → ℤ)}
    (hS : IsClosedShell θ S) (hcard : T.card = S.card) (hne : T ≠ S) :
    ∑ n ∈ S, level θ n < ∑ n ∈ T, level θ n := by
  have hST : (S \ T).Nonempty := by
    rw [Finset.sdiff_nonempty]
    exact fun h => hne (Finset.eq_of_subset_of_card_le h hcard.le).symm
  have hTS : (T \ S).Nonempty := by
    rw [Finset.sdiff_nonempty]
    exact fun h => hne (Finset.eq_of_subset_of_card_le h hcard.ge)
  have hc : (S \ T).card = (T \ S).card := by
    have h1 := Finset.card_sdiff_add_card_inter S T
    have h2 := Finset.card_sdiff_add_card_inter T S
    rw [Finset.inter_comm T S] at h2
    omega
  -- the highest level that is occupied in S only separates the two differences
  obtain ⟨a, ha, hmax⟩ := Finset.exists_max_image (S \ T) (level θ) hST
  have h1 : ∑ n ∈ S \ T, level θ n ≤ (S \ T).card • level θ a :=
    Finset.sum_le_card_nsmul _ _ _ hmax
  have h2 : ∑ _n ∈ T \ S, level θ a < ∑ n ∈ T \ S, level θ n :=
    Finset.sum_lt_sum_of_nonempty hTS fun m hm =>
      hS a (Finset.mem_sdiff.mp ha).1 m (Finset.mem_sdiff.mp hm).2
  rw [Finset.sum_const, ← hc] at h2
  have h3 := Finset.sum_inter_add_sum_diff S T (level θ)
  have h4 := Finset.sum_inter_add_sum_diff T S (level θ)
  rw [Finset.inter_comm T S] at h4
  linarith

end

end ClosedShellEnergyLt
```

Compiling this gives:

```
Main.lean:44:13: error(lean.unknownIdentifier): Unknown constant `Finset.sum_inter_add_sum_diff`
Main.lean:24:47: error: unsolved goals
d : ℕ
θ : Fin d → ℝ
S T : Finset (Fin d → ℤ)
hS : IsClosedShell θ S
hcard : #T = #S
hne : T ≠ S
hST : (S \ T).Nonempty
hTS : (T \ S).Nonempty
hc : #(S \ T) = #(T \ S)
a : Fin d → ℤ
ha : a ∈ S \ T
hmax : ∀ x' ∈ S \ T, level θ x' ≤ level θ a
h1 : ∑ n ∈ S \ T, level θ n ≤ #(S \ T) • level θ a
h2 : #(S \ T) • level θ a < ∑ n ∈ T \ S, level θ n
⊢ ∑ n ∈ S, level θ n < ∑ n ∈ T, level θ n
```

Cause. The first message says that Lean knows no constant called `Finset.sum_inter_add_sum_diff`. The lemma wanted says that the sum over `S ∩ T` plus the sum over `S \ T` is the sum over `S`, and its name has `sdiff` where the attempt wrote `diff`.

The second message follows from the first. The proof stopped at `h3`, so the main goal was left open. The context it prints already has the comparison of the two differences, in `h1` and `h2`, but not the identities that carry it over to the full sums.

The diff corrects the name in `h3` and also in `h4`, which had the same mistake but was never reached. With both identities in place, and the intersection in `h4` rewritten to match that in `h3`, `linarith` cancels the common sum and closes the goal. The change to the comment is mere tidying.

The change, after which it compiles:

```diff
@@ -34,5 +34,5 @@
     rw [Finset.inter_comm T S] at h2
     omega
-  -- the highest level that is occupied in S only separates the two differences
+  -- the highest level occupied in S but not in T separates the two differences
   obtain ⟨a, ha, hmax⟩ := Finset.exists_max_image (S \ T) (level θ) hST
   have h1 : ∑ n ∈ S \ T, level θ n ≤ (S \ T).card • level θ a :=
@@ -42,6 +42,6 @@
       hS a (Finset.mem_sdiff.mp ha).1 m (Finset.mem_sdiff.mp hm).2
   rw [Finset.sum_const, ← hc] at h2
-  have h3 := Finset.sum_inter_add_sum_diff S T (level θ)
-  have h4 := Finset.sum_inter_add_sum_diff T S (level θ)
+  have h3 := Finset.sum_inter_add_sum_sdiff S T (level θ)
+  have h4 := Finset.sum_inter_add_sum_sdiff T S (level θ)
   rw [Finset.inter_comm T S] at h4
   linarith
```
